# Any 4×4 gamma matrices define two chiral projectors of trace two, exchanged by each gamma matrix

In an amplitude with two left-handed weak vertices joined by a fermion line, the mass term in the numerator of the propagator drops out:

\[
g^m P_L\,(\slashed p + M)\,g^n P_L = g^m\,\slashed p\,g^n P_L .
\]

Here \(g^m\) are the Dirac gamma matrices, usually written \(\gamma^\mu\), \(P_L\) projects on left-handed spinors, \(M\) is the fermion mass and \(\slashed p=\sum_m p_m g^m\) contains its four-momentum. Moving a gamma matrix through \(P_L\) turns this projector into the right-handed one, \(P_R\), and moving a gamma matrix through \(P_R\) turns it back into \(P_L\). In the mass term the first \(P_L\) passes one gamma matrix and meets the second as \(P_RP_L=0\). In the momentum term it passes two and is absorbed by \(P_L^2=P_L\). All these rules follow from the anticommutation relations of the gamma matrices, whatever their explicit entries.

```lean
import Mathlib

open Matrix
open Complex (I)

namespace DiracGammaChirality

noncomputable section
```

## Gamma matrices, chirality and momentum

The matrices act on Dirac spinors with four complex components.

```lean
/-- Complex 4×4 matrices, acting on Dirac spinors. -/
abbrev SpinMat := Matrix (Fin 4) (Fin 4) ℂ
```

The metric is \(\eta=\mathrm{diag}(1,-1,-1,-1)\). In Lean it has the same type as the spinor matrices, because both are 4×4, but its indices label spacetime directions.

```lean
/-- The Minkowski metric with signature (+,-,-,-). -/
def minkowski : SpinMat := Matrix.diagonal ![1, -1, -1, -1]
```

The one assumption on the four matrices is the Clifford relation

\[
g^m g^n + g^n g^m = 2\eta^{mn}\,\mathbb 1 ,\qquad m,n=0,\dots,3 .
\]

`IsGamma g` says this, with `g m` for \(g^m\). No hermiticity is assumed, so "projector" below means a matrix equal to its own square.

```lean
/-- Four matrices are gamma matrices when `g^m g^n + g^n g^m = 2 η^{mn}`. -/
def IsGamma (g : Fin 4 → SpinMat) : Prop :=
  ∀ m n, g m * g n + g n * g m = (2 * minkowski m n) • (1 : SpinMat)
```

The chirality matrix is \(g_5=i\,g^0g^1g^2g^3\).

```lean
/-- The chirality matrix `g5 = i g^0 g^1 g^2 g^3`. -/
def gamma5 (g : Fin 4 → SpinMat) : SpinMat := I • (g 0 * g 1 * g 2 * g 3)
```

The projectors are \(P_L=\tfrac12(1-g_5)\) and \(P_R=\tfrac12(1+g_5)\). With the opposite sign convention for \(g_5\), the two formulas trade places.

```lean
/-- The left-handed projector `P_L = (1 - g5)/2`. -/
def PL (g : Fin 4 → SpinMat) : SpinMat := (1 / 2 : ℂ) • (1 - gamma5 g)

/-- The right-handed projector `P_R = (1 + g5)/2`. -/
def PR (g : Fin 4 → SpinMat) : SpinMat := (1 / 2 : ℂ) • (1 + gamma5 g)
```

The momentum enters through its covariant components, \(p_0=E\) and \(p_k=-p^k\) for \(k=1,2,3\), in units with \(\hbar=c=1\). The definition also accepts complex components.

```lean
/-- The Feynman slash `∑ p_m g^m` of a four-momentum with covariant components `p_m`. -/
def slash (g : Fin 4 → SpinMat) (p : Fin 4 → ℂ) : SpinMat := ∑ m, p m • g m
```

## The Weyl matrices satisfy the relations

In 2×2 blocks, with Pauli matrices \(\sigma_k\), the Weyl representation is

\[
g^0=\begin{pmatrix}0&1\\1&0\end{pmatrix},\qquad
g^k=\begin{pmatrix}0&\sigma_k\\-\sigma_k&0\end{pmatrix}.
\]

All entries are 0, \(\pm1\) or \(\pm i\), so they can be stored as Gaussian integers, for which equality is decidable by computation.

```lean
/-- The Weyl (chiral) gamma matrices with Gaussian integer entries; `⟨0, 1⟩` is the
imaginary unit. -/
def weylGauss : Fin 4 → Matrix (Fin 4) (Fin 4) GaussianInt :=
  ![!![0, 0, 1, 0; 0, 0, 0, 1; 1, 0, 0, 0; 0, 1, 0, 0],
    !![0, 0, 0, 1; 0, 0, 1, 0; 0, -1, 0, 0; -1, 0, 0, 0],
    !![0, 0, 0, ⟨0, -1⟩; 0, 0, ⟨0, 1⟩, 0; 0, ⟨0, 1⟩, 0, 0; ⟨0, -1⟩, 0, 0, 0],
    !![0, 0, 1, 0; 0, 0, 0, -1; -1, 0, 0, 0; 0, 1, 0, 0]]

/-- The gamma matrices in the Weyl (chiral) representation, as complex matrices. -/
def weyl (m : Fin 4) : SpinMat := fun i j => GaussianInt.toComplex (weylGauss m i j)
```

Block multiplication gives \((g^0)^2=1\) and \(g^0g^k+g^kg^0=0\). For two spatial indices,

\[
g^jg^k+g^kg^j=-\begin{pmatrix}\sigma_j\sigma_k+\sigma_k\sigma_j&0\\0&\sigma_j\sigma_k+\sigma_k\sigma_j\end{pmatrix}=-2\delta_{jk}\,\mathbb 1 .
\]

Lean instead compares all 256 entries over the Gaussian integers, in `key`, and carries the result to the complex numbers by the ring homomorphism `GaussianInt.toComplex`.

```lean
/-- The Weyl matrices satisfy the defining relations of gamma matrices. -/
theorem weyl_witness : IsGamma weyl := by
  -- the relations hold entry by entry over the Gaussian integers
  have key : ∀ m n i j : Fin 4,
      (weylGauss m * weylGauss n + weylGauss n * weylGauss m) i j =
        if m = n then (if i = j then (if m = 0 then 2 else -2) else 0) else 0 := by
    simp only [Matrix.add_apply, Matrix.mul_apply, Fin.sum_univ_four]
    decide +kernel
  intro m n
  ext i j
  -- carry them over to the complex numbers
  have e : (weyl m * weyl n + weyl n * weyl m) i j = GaussianInt.toComplex
      (if m = n then (if i = j then (if m = 0 then 2 else -2) else 0) else 0) := by
    rw [← key m n i j]
    simp only [Matrix.add_apply, Matrix.mul_apply, Fin.sum_univ_four, weyl, map_add, map_mul]
  rw [e]
  rcases eq_or_ne m n with rfl | hmn
  · rcases eq_or_ne i j with rfl | hij
    · have two : GaussianInt.toComplex 2 = 2 := map_ofNat GaussianInt.toComplex 2
      fin_cases m <;> simp [minkowski, two]
    · simp [hij]
  · simp [minkowski, hmn]
```

## Squares and exchange signs

From here on \(g\) is any set of matrices that satisfies the relations. Setting \(n=m\) gives \(2(g^m)^2=2\eta^{mm}\,\mathbb 1\), hence

\[
(g^0)^2=1,\qquad (g^1)^2=(g^2)^2=(g^3)^2=-1 .
\]

```lean
variable {g : Fin 4 → SpinMat}

/-- Each gamma matrix squares to the corresponding diagonal entry of the metric. -/
theorem gamma_sq (h : IsGamma g) (m : Fin 4) :
    g m * g m = minkowski m m • (1 : SpinMat) := by
  linear_combination (norm := module) (1 / 2 : ℂ) • h m m
```

For \(m\neq n\) the metric entry vanishes, and \(g^mg^n=-g^ng^m\).

```lean
/-- Two different gamma matrices anticommute. -/
theorem gamma_swap (h : IsGamma g) {m n : Fin 4} (hmn : m ≠ n) :
    g m * g n = -(g n * g m) := by
  have e := h m n
  rw [minkowski, Matrix.diagonal_apply_ne _ hmn, mul_zero, zero_smul] at e
  exact eq_neg_of_add_eq_zero_left e
```

## Reordering the product of all four

Write \(\Omega=g^0g^1g^2g^3\). In \(\Omega^2\), bring each factor of the second copy next to its partner in the first. The matrix \(g^0\) passes three others, \(g^1\) passes two and \(g^2\) passes one:

\[
\begin{aligned}
\Omega^2&=-(g^0)^2\,g^1g^2g^3\,g^1g^2g^3\\
&=-(g^0)^2(g^1)^2\,g^2g^3\,g^2g^3\\
&=(g^0)^2(g^1)^2(g^2)^2(g^3)^2=(-1)^3=-1 .
\end{aligned}
\]

When \(g^m\) moves through \(\Omega\) from left to right, it meets three different matrices, each giving a sign, and one copy of itself, giving none. Therefore \(g^m\Omega=(-1)^3\,\Omega g^m=-\Omega g^m\).

The Lean proof sorts in the same way. The facts `s0` to `s3` are the squares, and `r10` to `r32` move the smaller index to the left. The auxiliary rules `sq'` and `sw'` apply them inside a longer product, and `simp` collects the signs.

```lean
/-- The product `g^0 g^1 g^2 g^3` squares to -1 and anticommutes with every gamma matrix. -/
theorem volume_element (h : IsGamma g) :
    (g 0 * g 1 * g 2 * g 3) * (g 0 * g 1 * g 2 * g 3) = -1 ∧
    ∀ m, g m * (g 0 * g 1 * g 2 * g 3) = -((g 0 * g 1 * g 2 * g 3) * g m) := by
  have s0 : g 0 * g 0 = 1 := by simpa [minkowski] using gamma_sq h 0
  have s1 : g 1 * g 1 = -1 := by simpa [minkowski] using gamma_sq h 1
  have s2 : g 2 * g 2 = -1 := by simpa [minkowski] using gamma_sq h 2
  have s3 : g 3 * g 3 = -1 := by simpa [minkowski] using gamma_sq h 3
  -- the same rules inside a longer product
  have sq' : ∀ {a b : SpinMat}, a * a = b → ∀ x, a * (a * x) = b * x := by
    intro a b e x
    rw [← mul_assoc, e]
  have sw' : ∀ {a b : SpinMat}, a * b = -(b * a) → ∀ x, a * (b * x) = -(b * (a * x)) := by
    intro a b e x
    rw [← mul_assoc, e, neg_mul, mul_assoc]
  have r10 := gamma_swap h (show (1 : Fin 4) ≠ 0 by decide)
  have r20 := gamma_swap h (show (2 : Fin 4) ≠ 0 by decide)
  have r30 := gamma_swap h (show (3 : Fin 4) ≠ 0 by decide)
  have r21 := gamma_swap h (show (2 : Fin 4) ≠ 1 by decide)
  have r31 := gamma_swap h (show (3 : Fin 4) ≠ 1 by decide)
  have r32 := gamma_swap h (show (3 : Fin 4) ≠ 2 by decide)
  have cases4 : ∀ m : Fin 4, m = 0 ∨ m = 1 ∨ m = 2 ∨ m = 3 := by decide
  -- sort every product by index, collecting signs
  constructor
  · simp only [mul_assoc, s0, s1, s2, s3, sw' r10, sw' r20, sw' r30, sw' r21, sw' r31,
      sw' r32, mul_neg, neg_neg, mul_one]
  · intro m
    rcases cases4 m with rfl | rfl | rfl | rfl <;>
    simp only [mul_assoc, s3, sq' s0, sq' s1, sq' s2, r30, r31, r32, sw' r10, sw' r20,
      sw' r30, sw' r21, sw' r31, sw' r32, mul_neg, neg_mul, neg_neg, mul_one, one_mul]
```

The factor \(i\) in \(g_5=i\Omega\) reverses the sign of the square and leaves the anticommutation alone:

\[
g_5^2=i^2\Omega^2=1,\qquad g^mg_5=i\,g^m\Omega=-i\,\Omega g^m=-g_5g^m .
\]

```lean
/-- The chirality matrix squares to 1 and anticommutes with every gamma matrix. -/
theorem gamma5_sq_and_anticomm (h : IsGamma g) :
    gamma5 g * gamma5 g = 1 ∧ ∀ m, g m * gamma5 g = -(gamma5 g * g m) := by
  obtain ⟨hsq, hanti⟩ := volume_element h
  constructor
  · simp only [gamma5, Matrix.smul_mul, Matrix.mul_smul, smul_smul, hsq, Complex.I_mul_I]
    simp
  · intro m
    simp only [gamma5, Matrix.smul_mul, Matrix.mul_smul, hanti m, smul_neg]
```

## Anticommuting with an involution removes the trace

Let \(S^2=1\) and \(SX=-XS\). Evaluate \(\operatorname{tr}(SXS)\) in two ways, by cyclicity and by the exchange rule:

\[
\operatorname{tr}(SXS)=\operatorname{tr}(XS^2)=\operatorname{tr}X,\qquad
\operatorname{tr}(SXS)=-\operatorname{tr}(XS^2)=-\operatorname{tr}X .
\]

So \(\operatorname{tr}X=0\). The two evaluations are `h1` and `h2`.

```lean
/-- A matrix that anticommutes with an involution is traceless. -/
theorem trace_zero_of_anticomm {S X : SpinMat} (hS : S * S = 1) (hX : S * X = -(X * S)) :
    X.trace = 0 := by
  have h1 : (S * (X * S)).trace = X.trace := by
    rw [Matrix.trace_mul_comm, mul_assoc, hS, mul_one]
  have h2 : (S * (X * S)).trace = -X.trace := by
    rw [← mul_assoc, hX, neg_mul, mul_assoc, hS, mul_one, Matrix.trace_neg]
  linear_combination (h2 - h1) / 2
```

## The two projectors

With \(S=g^0\) and \(X=g_5\), the trace lemma gives \(\operatorname{tr}g_5=0\). Since \(\operatorname{tr}\mathbb 1=4\), both projectors have trace \(\tfrac12(4\mp0)=2\), so each keeps a two-dimensional half of spinor space. The products follow from \(g_5^2=1\):

\[
\begin{aligned}
P_L^2&=\tfrac14(1-2g_5+g_5^2)=\tfrac12(1-g_5)=P_L,\\
P_R^2&=\tfrac14(1+2g_5+g_5^2)=\tfrac12(1+g_5)=P_R,\\
P_LP_R&=P_RP_L=\tfrac14(1-g_5^2)=0,\qquad P_L+P_R=1 .
\end{aligned}
\]

Anticommutation gives the exchange rule,

\[
P_Lg^m=\tfrac12(g^m-g_5g^m)=\tfrac12(g^m+g^mg_5)=g^mP_R ,
\]

and the same calculation with the opposite sign gives \(P_Rg^m=g^mP_L\).

The theorem lists these statements in one conjunction. "Mutually orthogonal" means that the two products vanish. Its proof treats the traces separately; for the other parts `simp only` expands the products with `h5` and `ha`, the two properties of \(g_5\), and `module` compares coefficients.

```lean
/-- For any gamma matrices, `P_L` and `P_R` are complementary, mutually orthogonal projectors
of trace two, and moving a gamma matrix through one of them turns it into the other. -/
theorem chiral_projectors (h : IsGamma g) :
    PL g * PL g = PL g ∧ PR g * PR g = PR g ∧ PL g * PR g = 0 ∧ PR g * PL g = 0 ∧
    PL g + PR g = 1 ∧ (PL g).trace = 2 ∧ (PR g).trace = 2 ∧
    ∀ m, PL g * g m = g m * PR g ∧ PR g * g m = g m * PL g := by
  obtain ⟨h5, ha⟩ := gamma5_sq_and_anticomm h
  have s0 : g 0 * g 0 = 1 := by simpa [minkowski] using gamma_sq h 0
  have t5 : (gamma5 g).trace = 0 := trace_zero_of_anticomm s0 (ha 0)
  refine ⟨?_, ?_, ?_, ?_, ?_, ?_, ?_, fun m => ⟨?_, ?_⟩⟩
  case refine_6 | refine_7 =>
    simp only [PL, PR, Matrix.trace_smul, Matrix.trace_sub, Matrix.trace_add,
      Matrix.trace_one, t5, Fintype.card_fin, smul_eq_mul]
    norm_num
  all_goals
    simp only [PL, PR, Matrix.smul_mul, Matrix.mul_smul, sub_mul, mul_sub, add_mul, mul_add,
      one_mul, mul_one, h5, ha]
    module
```

## Traces with an odd number of gamma matrices

Moving \(g_5\) through a product of \(k\) gamma matrices gives one sign per factor:

\[
g_5\,g^{m_1}\cdots g^{m_k}=(-1)^k\,g^{m_1}\cdots g^{m_k}\,g_5 .
\]

For odd \(k\) the product anticommutes with \(g_5\), and the trace lemma with \(S=g_5\) makes its trace zero. The smallest case is \(k=1\), a single traceless gamma matrix.

In Lean the indices form a list `l`, in any order and with repetitions allowed, and `(l.map g).prod` is the corresponding matrix product. The sign rule is `move`, proved by induction on the list.

```lean
/-- The trace of a product of an odd number of gamma matrices vanishes. -/
theorem trace_odd_product (h : IsGamma g) (l : List (Fin 4)) (hl : Odd l.length) :
    ((l.map g).prod).trace = 0 := by
  obtain ⟨h5, ha⟩ := gamma5_sq_and_anticomm h
  -- moving g5 through the product gives one sign per factor
  have move : ∀ k : List (Fin 4), gamma5 g * (k.map g).prod =
      (-1 : ℂ) ^ k.length • ((k.map g).prod * gamma5 g) := by
    intro k
    induction k with
    | nil => simp
    | cons m k ih =>
      have e : gamma5 g * g m = -(g m * gamma5 g) := by rw [ha m, neg_neg]
      rw [List.map_cons, List.prod_cons, List.length_cons, ← mul_assoc, e, neg_mul,
        mul_assoc, ih, Matrix.mul_smul, pow_succ, mul_assoc (g m)]
      module
  apply trace_zero_of_anticomm h5
  rw [move l, hl.neg_one_pow, neg_smul, one_smul]
```

## The mass couples the two chiralities

A free plane wave \(\psi\,e^{-ip\cdot x}\), with \(p\cdot x=\sum_m p_m x^m\) and a constant spinor \(\psi\), obeys \(\slashed p\,\psi=M\psi\). Write \(\psi_L=P_L\psi\) and \(\psi_R=P_R\psi\). Summing the exchange rule over \(m\) with weights \(p_m\) gives \(P_L\slashed p=\slashed pP_R\) and \(P_R\slashed p=\slashed pP_L\). Applying \(P_L\) and \(P_R\) to the Dirac equation then yields

\[
\slashed p\,\psi_R=M\psi_L,\qquad \slashed p\,\psi_L=M\psi_R .
\]

Conversely, adding the two equations and using \(\psi_L+\psi_R=\psi\) restores the original one.

In the massless limit \(M=0\) the pair separates into \(\slashed p\,\psi_R=0\) and \(\slashed p\,\psi_L=0\), and each chirality propagates alone.

The theorem holds for every complex `p` and `M`, without the mass-shell condition \(p_0^2-p_1^2-p_2^2-p_3^2=M^2\); when that condition fails, the only solution is \(\psi=0\). The Dirac equation also underlies four-component relativistic electronic structure, but here the particle is free and no nuclear or external potential appears. Reading \(\psi_L\) and \(\psi_R\) as states of definite helicity for a massless particle is a further step, which needs the spin operators.

In the proof, `hL` and `hR` are the summed exchange rules, and the two directions of the equivalence are the projection and the addition above.

```lean
/-- The momentum-space Dirac equation `p̸ ψ = M ψ` is equivalent to a pair of equations in which
`M` couples the left- and right-handed parts of the spinor. -/
theorem dirac_equation_chiral (h : IsGamma g) (p : Fin 4 → ℂ) (M : ℂ) (ψ : Fin 4 → ℂ) :
    slash g p *ᵥ ψ = M • ψ ↔
      slash g p *ᵥ (PR g *ᵥ ψ) = M • (PL g *ᵥ ψ) ∧
      slash g p *ᵥ (PL g *ᵥ ψ) = M • (PR g *ᵥ ψ) := by
  obtain ⟨-, -, -, -, hsum, -, -, hm⟩ := chiral_projectors h
  have hL : PL g * slash g p = slash g p * PR g := by
    simp only [slash, Finset.mul_sum, Finset.sum_mul, Matrix.mul_smul, Matrix.smul_mul,
      fun m => (hm m).1]
  have hR : PR g * slash g p = slash g p * PL g := by
    simp only [slash, Finset.mul_sum, Finset.sum_mul, Matrix.mul_smul, Matrix.smul_mul,
      fun m => (hm m).2]
  constructor
  · -- project the equation on each chirality
    intro e
    constructor
    · rw [Matrix.mulVec_mulVec, ← hL, ← Matrix.mulVec_mulVec, e, Matrix.mulVec_smul]
    · rw [Matrix.mulVec_mulVec, ← hR, ← Matrix.mulVec_mulVec, e, Matrix.mulVec_smul]
  · -- add the two halves
    rintro ⟨e1, e2⟩
    have hψ : PL g *ᵥ ψ + PR g *ᵥ ψ = ψ := by
      rw [← Matrix.add_mulVec, hsum, Matrix.one_mulVec]
    calc slash g p *ᵥ ψ = slash g p *ᵥ (PL g *ᵥ ψ + PR g *ᵥ ψ) := by rw [hψ]
      _ = M • (PL g *ᵥ ψ + PR g *ᵥ ψ) := by
        rw [Matrix.mulVec_add, e1, e2, smul_add, add_comm]
      _ = M • ψ := by rw [hψ]

end

end DiracGammaChirality
```

```lean
#print axioms DiracGammaChirality.chiral_projectors
#print axioms DiracGammaChirality.trace_odd_product
#print axioms DiracGammaChirality.dirac_equation_chiral
```

```
'DiracGammaChirality.chiral_projectors' depends on axioms: [propext, Classical.choice, Quot.sound]
'DiracGammaChirality.trace_odd_product' depends on axioms: [propext, Classical.choice, Quot.sound]
'DiracGammaChirality.dirac_equation_chiral' depends on axioms: [propext, Classical.choice, Quot.sound]
```
